# Adding the identity to a two-level lowering operator changes its Lindblad dissipator on the lower state

For a jump operator L, the Lindblad dissipator sends a matrix r to L r L* − (L*L r + r L*L)/2. The lemma takes L to be the lowering operator of a two-level system and r the projector onto the lower state, which L annihilates, and computes the dissipator of L + 1 at r minus that of L at r. The difference is the matrix with zeros on the diagonal and −1/2 in both off-diagonal places; there is a single jump operator, its rate is one, and no Hamiltonian term is added to make up for the shift. The attempt compares the two sides entry by entry and asks `norm_num` to work out all four entries from the definition.

The failing Lean file:

```lean
import Mathlib

open Matrix

namespace BalancedHomodyne

noncomputable section

variable {n : Type*} [Fintype n] [DecidableEq n]

/-- The Lindblad dissipator `D[L] r = L r L* - (L*L r + r L*L)/2`. -/
def dissipator (L r : Matrix n n ℂ) : Matrix n n ℂ :=
  L * r * Lᴴ - (1 / 2 : ℂ) • (Lᴴ * L * r + r * (Lᴴ * L))

/-- For a two-level lowering operator, displacing the single jump operator by `1` changes the
dissipator; the change is evaluated on a basis state. -/
theorem single_displacement_changes_dynamics :
    dissipator (!![0, 1; 0, 0] + (1 : Matrix (Fin 2) (Fin 2) ℂ)) !![1, 0; 0, 0] -
      dissipator !![0, 1; 0, 0] !![1, 0; 0, 0] = !![0, -1 / 2; -1 / 2, 0] := by
  ext i j
  fin_cases i <;> fin_cases j <;>
    norm_num [dissipator, Matrix.mul_apply, Fin.sum_univ_succ, Matrix.conjTranspose_apply,
      Matrix.one_apply]

end

end BalancedHomodyne
```

Lean reports:

```
Main.lean:19:77: error: unsolved goals
case «0».«0»
⊢ 1 - (1 / 2 + 1 / 2 * (![1, 0] ᵥ* ((!![0, 1; 0, 0]ᴴ + 1) * (!![0, 1; 0, 0] + 1))) 0) -
      ((![0, 0] ᵥ* !![0, 1; 0, 0]ᴴ) 0 - 1 / 2 * (![1, 0] ᵥ* (!![0, 1; 0, 0]ᴴ * !![0, 1; 0, 0])) 0) =
    0

case «0».«1»
⊢ -(1 / 2 * (![1, 0] ᵥ* ((!![0, 1; 0, 0]ᴴ + 1) * (!![0, 1; 0, 0] + 1))) 1) -
      ((![0, 0] ᵥ* !![0, 1; 0, 0]ᴴ) 1 - 1 / 2 * (![1, 0] ᵥ* (!![0, 1; 0, 0]ᴴ * !![0, 1; 0, 0])) 1) =
    -(1 / 2)

case «1».«0»
⊢ -(1 / 2 * (![0, 0] ᵥ* ((!![0, 1; 0, 0]ᴴ + 1) * (!![0, 1; 0, 0] + 1))) 0) + -(1 / 2) +
      1 / 2 * (![0, 0] ᵥ* (!![0, 1; 0, 0]ᴴ * !![0, 1; 0, 0])) 0 =
    -(1 / 2)

case «1».«1»
⊢ -(1 / 2 * (![0, 0] ᵥ* ((!![0, 1; 0, 0]ᴴ + 1) * (!![0, 1; 0, 0] + 1))) 1) +
      1 / 2 * (![0, 0] ᵥ* (!![0, 1; 0, 0]ᴴ * !![0, 1; 0, 0])) 1 =
    0
```

What went wrong. The single error lists four unsolved goals, one for each matrix entry. What remains in them are terms such as `(![1, 0] ᵥ* (!![0, 1; 0, 0]ᴴ * !![0, 1; 0, 0])) 0`, a row vector times a matrix. Simplification had turned products with an explicit left factor into this row form. `Matrix.mul_apply` and `Matrix.conjTranspose_apply` rewrite only a single entry of a product or an adjoint, and here the index stands on the whole `ᵥ*` expression, so neither applies and the adjoints stay unevaluated.

The repair makes every factor explicit before multiplying. `h1` writes the displaced operator as `!![1, 1; 0, 1]`, and `h2` and `h3` write out the two adjoints. `simp only` then unfolds `dissipator`, puts these in, and multiplies the explicit 2 × 2 matrices by `Matrix.mul_fin_two`, without passing through the row form. What is left is sums, differences and scalar multiples of explicit numerical matrices, which `norm_num` settles entry by entry without the old list of lemmas.

The change, after which it compiles:

```diff
@@ -18,8 +18,17 @@
     dissipator (!![0, 1; 0, 0] + (1 : Matrix (Fin 2) (Fin 2) ℂ)) !![1, 0; 0, 0] -
       dissipator !![0, 1; 0, 0] !![1, 0; 0, 0] = !![0, -1 / 2; -1 / 2, 0] := by
+  -- write the displaced operator and the adjoints explicitly
+  have h1 : !![0, 1; 0, 0] + (1 : Matrix (Fin 2) (Fin 2) ℂ) = !![1, 1; 0, 1] := by
+    ext i j
+    fin_cases i <;> fin_cases j <;> simp
+  have h2 : (!![1, 1; 0, 1] : Matrix (Fin 2) (Fin 2) ℂ)ᴴ = !![1, 0; 1, 1] := by
+    ext i j
+    fin_cases i <;> fin_cases j <;> simp [Matrix.conjTranspose_apply]
+  have h3 : (!![0, 1; 0, 0] : Matrix (Fin 2) (Fin 2) ℂ)ᴴ = !![0, 0; 1, 0] := by
+    ext i j
+    fin_cases i <;> fin_cases j <;> simp [Matrix.conjTranspose_apply]
+  simp only [dissipator, h1, h2, h3, Matrix.mul_fin_two]
   ext i j
-  fin_cases i <;> fin_cases j <;>
-    norm_num [dissipator, Matrix.mul_apply, Fin.sum_univ_succ, Matrix.conjTranspose_apply,
-      Matrix.one_apply]
+  fin_cases i <;> fin_cases j <;> norm_num
 
 end
```
